# Round-trip expansion of the zero-frequency Lifshitz integral for two equal plates

For two equal plates at distance d > 0, the zero-frequency Lifshitz integral of one polarisation is taken here as ∫₀^∞ k log(1 − r(k)² e^(−2dk)) dk, without any thermal or numerical prefactor. The reflection coefficient r is a real measurable function of the wavenumber k, with |r(k)| ≤ 1 for k > 0. The theorem `hasSum_roundTrip` states that minus this integral is the sum over n ≥ 0 of the integrals ∫₀^∞ r(k)^(2(n+1)) k e^(−2(n+1)dk)/(n+1) dk, the n-th being the contribution of n + 1 round trips between the plates. The proof bounds the absolute integrals by the terms of a convergent series, which allows sum and integral to be exchanged, and then sums the integrand at each k by the Taylor series of the logarithm.

Lean 4 with Mathlib refuses this proof:

```lean
import Mathlib

open MeasureTheory Filter Topology Set

namespace HasSumRoundTrip

noncomputable section

/-- The zero-frequency Lifshitz integral of one polarisation, for two equal plates at distance `d`
with reflection coefficient `r k` at wavenumber `k`. -/
def zeroFreq (r : ℝ → ℝ) (d : ℝ) : ℝ :=
  ∫ k in Ioi (0 : ℝ), k * Real.log (1 - r k ^ 2 * Real.exp (-(2 * d * k)))

/-- The weight at wavenumber `k` of `n + 1` round trips between the plates. -/
def roundTrip (r : ℝ → ℝ) (d : ℝ) (n : ℕ) (k : ℝ) : ℝ :=
  (r k ^ 2) ^ (n + 1) / ((n : ℝ) + 1) * (k * Real.exp (-(2 * ((n : ℝ) + 1) * d * k)))

/-- The inverse cubes of the positive integers sum to `ζ(3)`. -/
theorem hasSum_zeta_three :
    HasSum (fun n : ℕ => 1 / ((n : ℝ) + 1) ^ 3) (riemannZeta 3).re := by
  have hs : Summable (fun n : ℕ => 1 / (n : ℝ) ^ 3) :=
    Real.summable_one_div_nat_pow.2 (by norm_num)
  have hz : riemannZeta 3 = ((∑' n : ℕ, 1 / (n : ℝ) ^ 3 : ℝ) : ℂ) := by
    have h := zeta_nat_eq_tsum_of_gt_one (k := 3) (by norm_num)
    push_cast at h ⊢
    exact h
  rw [hz, Complex.ofReal_re]
  have h1 := (hasSum_nat_add_iff' 1).2 hs.hasSum
  simpa using h1

/-- For `a > 0` the function `k exp(-a k)` is integrable over `k > 0`, with integral `1 / a ^ 2`. -/
theorem exp_moment {a : ℝ} (ha : 0 < a) :
    IntegrableOn (fun k : ℝ => k * Real.exp (-(a * k))) (Ioi 0) ∧
      ∫ k in Ioi (0 : ℝ), k * Real.exp (-(a * k)) = 1 / a ^ 2 := by
  have h := Real.integral_rpow_mul_exp_neg_mul_Ioi (a := 2) (r := a) two_pos ha
  rw [show (2 : ℝ) - 1 = 1 by norm_num, Real.Gamma_two, mul_one, Real.rpow_two, one_div_pow] at h
  simp only [Real.rpow_one] at h
  refine ⟨?_, h⟩
  by_contra hn
  have hne : 1 / a ^ 2 ≠ 0 := by positivity
  exact hne (h.symm.trans (integral_undef hn))

/-- If `|r k| ≤ 1` at `k > 0`, the weight of `n + 1` round trips is at most that of perfect
mirrors. -/
theorem norm_roundTrip_le {r : ℝ → ℝ} {k : ℝ} (d : ℝ) (n : ℕ) (hk : 0 < k) (hs : |r k| ≤ 1) :
    ‖roundTrip r d n k‖ ≤
      1 / ((n : ℝ) + 1) * (k * Real.exp (-(2 * ((n : ℝ) + 1) * d * k))) := by
  have h1 : (r k ^ 2) ^ (n + 1) ≤ 1 :=
    pow_le_one₀ (sq_nonneg _) ((sq_le_one_iff_abs_le_one _).2 hs)
  rw [roundTrip, Real.norm_of_nonneg (by positivity)]
  gcongr

/-- For `d > 0` and measurable `r` with `|r| ≤ 1`, the weight of `n + 1` round trips is integrable,
and its absolute integral is at most `1 / (4 d ^ 2 (n + 1) ^ 3)`. -/
theorem roundTrip_integral_le {r : ℝ → ℝ} {d : ℝ} (hd : 0 < d) (hr : Measurable r)
    (hb : ∀ k, 0 < k → |r k| ≤ 1) (n : ℕ) :
    IntegrableOn (roundTrip r d n) (Ioi 0) ∧
      ∫ k in Ioi (0 : ℝ), ‖roundTrip r d n k‖ ≤ 1 / (4 * d ^ 2) * (1 / ((n : ℝ) + 1) ^ 3) := by
  obtain ⟨hi, hv⟩ := exp_moment (show 0 < 2 * ((n : ℝ) + 1) * d by positivity)
  have hg : Integrable (fun k : ℝ => 1 / ((n : ℝ) + 1) *
      (k * Real.exp (-(2 * ((n : ℝ) + 1) * d * k)))) (volume.restrict (Ioi 0)) :=
    Integrable.const_mul hi _
  have hbd := (ae_restrict_iff' (μ := volume) measurableSet_Ioi).2
    (ae_of_all _ fun k hk => norm_roundTrip_le d n hk (hb k hk))
  have hm : Measurable (roundTrip r d n) := by
    unfold roundTrip
    fun_prop
  have hF := Integrable.mono' hg hm.aestronglyMeasurable hbd
  refine ⟨hF, (integral_mono_ae hF.norm hg hbd).trans_eq ?_⟩
  rw [integral_const_mul, hv]
  generalize (n : ℝ) + 1 = m
  ring

/-- Round-trip expansion: for `d > 0` and measurable `r` with `|r| ≤ 1`, the zero-frequency Lifshitz
integral is minus the sum of the contributions of all numbers of round trips. -/
theorem hasSum_roundTrip {r : ℝ → ℝ} {d : ℝ} (hd : 0 < d) (hr : Measurable r)
    (hb : ∀ k, 0 < k → |r k| ≤ 1) :
    HasSum (fun n => ∫ k in Ioi (0 : ℝ), roundTrip r d n k) (-zeroFreq r d) := by
  have h := hasSum_integral_of_summable_integral_norm (μ := volume.restrict (Ioi (0 : ℝ)))
    (F := roundTrip r d) (fun n => (roundTrip_integral_le hd hr hb n).1)
    (Summable.of_nonneg_of_le (fun n => integral_nonneg fun k => norm_nonneg _)
      (fun n => (roundTrip_integral_le hd hr hb n).2) (hasSum_zeta_three.summable.mul_left _))
  have e : ∫ k in Ioi (0 : ℝ), ∑' n, roundTrip r d n k = -zeroFreq r d := by
    rw [zeroFreq, ← integral_neg]
    refine setIntegral_congr_fun measurableSet_Ioi fun k hk => ?_
    have hk' : 0 < k := hk
    have hE := Real.exp_lt_one (neg_lt_zero.2 (show 0 < 2 * d * k by positivity))
    have hy : |r k ^ 2 * Real.exp (-(2 * d * k))| < 1 := by
      rw [abs_of_nonneg (by positivity)]
      exact (mul_le_of_le_one_left (Real.exp_pos _).le
        ((sq_le_one_iff_abs_le_one _).2 (hb k hk'))).trans_lt hE
    -- Taylor series of the logarithm
    have hs := (Real.hasSum_pow_div_log_of_abs_lt_one hy).mul_left k
    show ∑' n, roundTrip r d n k = -(k * Real.log (1 - r k ^ 2 * Real.exp (-(2 * d * k))))
    rw [← mul_neg, ← hs.tsum_eq]
    refine tsum_congr fun n => ?_
    rw [roundTrip, mul_pow, ← Real.exp_nat_mul,
      show ((n + 1 : ℕ) : ℝ) * (-(2 * d * k)) = -(2 * ((n : ℝ) + 1) * d * k) by push_cast; ring]
    ring
  rw [← e]
  exact h

end

end HasSumRoundTrip
```

Lean reports:

```
Main.lean:87:15: error(lean.unknownIdentifier): Unknown constant `Real.exp_lt_one`
```

What went wrong. The message says that Lean knows no constant called `Real.exp_lt_one`. The proof calls it in the line for `hE`, to pass from −2dk < 0 to e^(−2dk) < 1. The step is sound mathematically; only the name fails, as no declaration so called is available to the file.

The repair uses `Real.exp_lt_one_iff` instead, an equivalence which says that the exponential of a real number is less than 1 exactly when that number is negative. Its direction `.2` takes the proof of negativity, which is already there and stays unchanged, and returns the bound on the exponential. `hE` then serves as before in the proof of `hy`, that r(k)² e^(−2dk) has absolute value less than 1, which is the condition for the logarithm series.

Lean accepts the file once it reads:

```diff
@@ -85,5 +85,5 @@
     refine setIntegral_congr_fun measurableSet_Ioi fun k hk => ?_
     have hk' : 0 < k := hk
-    have hE := Real.exp_lt_one (neg_lt_zero.2 (show 0 < 2 * d * k by positivity))
+    have hE := Real.exp_lt_one_iff.2 (neg_lt_zero.2 (show 0 < 2 * d * k by positivity))
     have hy : |r k ^ 2 * Real.exp (-(2 * d * k))| < 1 := by
       rw [abs_of_nonneg (by positivity)]
```
